# A lower-lying triplet with larger electron repulsion is stabilised by nuclear attraction, if both states are scale-optimal

Let a singlet $s$ and a triplet $t$ of an atom have kinetic energies $T_s, T_t$, nuclear attraction energies $A_s, A_t$ and electron repulsion energies $R_s, R_t$, with totals $E_i = T_i + A_i + R_i$. Suppose that neither energy can be lowered by a slight uniform stretching or shrinking of the electron cloud. If $E_t < E_s$ although $R_t > R_s$, then

$$T_t > T_s, \qquad A_t - A_s < 2(E_t - E_s) < 0 .$$

Kinetic energy and repulsion both favour the singlet. The triplet lies lower because its electrons are more strongly attracted to the nucleus, and the gain in attraction is more than twice the energy gap.

This bears on how Hund's first rule is interpreted for atoms, within a model that keeps only three energies per state and one scaling parameter. The rule itself is not derived: the ordering $E_t < E_s$ is assumed, and so is the larger repulsion of the triplet.

## From uniform scaling to the energy balance

Replace a normalised $N$-electron wavefunction $\psi(\mathbf r_1,\dots,\mathbf r_N)$ by $x^{3N/2}\,\psi(x\mathbf r_1,\dots,x\mathbf r_N)$ with $x > 0$. All distances shrink by the factor $x$, so $x > 1$ is a contraction. The kinetic energy contains two derivatives and scales as $x^2$. Both Coulomb energies contain one inverse distance and scale as $x$, provided that the only nucleus sits at the origin. The energy of state $i$ becomes

$$E_i(x) = x^2 T_i + x(A_i + R_i).$$

Call the state scale-optimal if this function, on $x > 0$, has a local minimum at $x = 1$. The slope there must vanish:

$$E_i'(1) = 2T_i + A_i + R_i = 0 .$$

This is the virial relation. Conversely, if it holds and $T_i \ge 0$, inserting $A_i + R_i = -2T_i$ gives

$$E_i(x) - E_i(1) = T_i(x^2 - 2x + 1) = T_i (x-1)^2 \ge 0 ,$$

so $x = 1$ is a minimum.

Subtracting $T_i$ from the virial relation gives $E_i = T_i + A_i + R_i = -T_i$. Therefore $E_t < E_s$ means $T_t > T_s$. Moreover, $A_i + R_i = -2T_i = 2E_i$ for both states, and the difference of the two equations is

$$A_t - A_s = 2(E_t - E_s) - (R_t - R_s).$$

Since $R_t - R_s > 0$, the right-hand side is less than $2(E_t - E_s)$, which is negative. This proves the claim.

Scale-optimality is essential, as two triples of numbers show that are not taken from a real atom. Take $(T_s, A_s, R_s) = (2, -5, 1)$, which is scale-optimal with $E_s = -2$, and $(T_t, A_t, R_t) = (\tfrac12, -5, 2)$, which is not, since $2T_t + A_t + R_t = -2$. Then $E_t = -\tfrac52 < E_s$ and $R_t > R_s$, yet the kinetic energy has fallen and the attraction has not changed. Both conclusions fail.

## What happens when only the repulsion is reduced

A familiar picture gives both states the same orthonormal orbitals with the same occupations, hence the same $T$ and $A$, and lets the triplet win by its smaller repulsion. Two scale-optimal states cannot behave in this way: equal kinetic energies imply equal total energies, because $E_i = -T_i$.

Suppose, then, that only $s$ is scale-optimal, with $T_s = T > 0$, and that $t$ has the same $T$ and $A$ but $R_t < R_s$. Put $d = (R_s - R_t)/(2T) > 0$. The virial relation for $s$ gives

$$A_t + R_t = -2T - (R_s - R_t) = -2T(1+d),$$

and completing the square yields

$$E_t(x) = T\bigl(x - (1+d)\bigr)^2 - T(1+d)^2 .$$

The unique minimum is at $x = 1 + d > 1$. The frozen triplet lowers its energy by contracting. Its repulsion rises to $(1+d)R_t$, which exceeds $R_s$ only if $R_s > 2T(1+d)$. In bound states of helium the repulsion is far below twice the kinetic energy, so uniform contraction alone does not make the repulsion of the triplet the larger one.

## The three energies and their scaling in Lean

The development uses Mathlib's real analysis.

```lean
import Mathlib

open Set Filter Topology

namespace HundVirial

noncomputable section
```

A state is represented by three real numbers. The fields `kin`, `att` and `rep` stand for $T$, $A$ and $R$.

```lean
/-- The energy components of an electronic state: kinetic energy, nuclear attraction
and electron repulsion. -/
structure EnergyParts where
  /-- kinetic energy -/
  kin : ℝ
  /-- electron-nucleus attraction energy -/
  att : ℝ
  /-- electron-electron repulsion energy -/
  rep : ℝ
```

No signs are imposed. In an atom `att` is negative, so a lower value means stronger attraction to the nucleus. Wavefunctions, spin and the Hamiltonian are absent, and "singlet" and "triplet" are only names for two such triples.

```lean
/-- The total energy `T + A + R` of a state. -/
def EnergyParts.total (P : EnergyParts) : ℝ := P.kin + P.att + P.rep
```

The next definition postulates the scaling law derived above from the wavefunction. It describes a single fixed nucleus with Coulomb forces; in a molecule with nuclei held in place, the attraction does not scale in this simple way.

```lean
/-- The energy after uniform scaling by `x`: the kinetic part scales as `x ^ 2`,
both Coulomb parts as `x`. -/
def EnergyParts.scaled (P : EnergyParts) (x : ℝ) : ℝ :=
  x ^ 2 * P.kin + x * (P.att + P.rep)
```

Scale-optimality is a local minimum relative to the open half-line `Ioi 0`, the set of all $x > 0$.

```lean
/-- A state is scale-optimal if its scaled energy, on `x > 0`, has a local minimum
at `x = 1`. -/
def EnergyParts.ScaleOptimal (P : EnergyParts) : Prop :=
  IsLocalMinOn P.scaled (Ioi 0) 1
```

## The virial relation as a stationarity condition

The first theorem is the virial theorem for this scaling model, a statement about three numbers rather than about eigenstates of a Hamiltonian. Because `Ioi 0` is a neighbourhood of 1, the minimum on the half-line is an ordinary local minimum (`hmin`). The step `hd` computes the slope $2T + (A + R)$ at $x = 1$, and `h0` sets it to zero.

```lean
/-- In a scale-optimal state, twice the kinetic energy, the nuclear attraction and the electron
repulsion add up to zero. -/
theorem virial {P : EnergyParts} (h : P.ScaleOptimal) :
    2 * P.kin + P.att + P.rep = 0 := by
  have hmin : IsLocalMin P.scaled 1 :=
    IsLocalMinOn.isLocalMin h (Ioi_mem_nhds one_pos)
  have hd : HasDerivAt (fun x : ℝ => x ^ 2 * P.kin + x * (P.att + P.rep))
      (2 * P.kin + (P.att + P.rep)) 1 := by
    refine HasDerivAt.congr_deriv
      ((((hasDerivAt_id' (1 : ℝ)).fun_pow 2).mul_const P.kin).fun_add
        ((hasDerivAt_id' (1 : ℝ)).mul_const (P.att + P.rep))) ?_
    norm_num
  -- the slope vanishes at an interior minimum
  have h0 : 2 * P.kin + (P.att + P.rep) = 0 := hmin.hasDerivAt_eq_zero hd
  linarith
```

For the converse, the proof substitutes $A + R = -2T$ and obtains $E(1) \le E(x)$ for every real $x$ from $T(x-1)^2 \ge 0$, which is the hint given to `nlinarith`. An inequality that holds everywhere holds in particular near 1. The hypothesis `hT` is the nonnegativity of the kinetic energy, which is true of every quantum state.

```lean
/-- For nonnegative kinetic energy, scale-optimality is equivalent to the virial
relation. -/
theorem scaleOptimal_iff_virial (P : EnergyParts) (hT : 0 ≤ P.kin) :
    P.ScaleOptimal ↔ 2 * P.kin + P.att + P.rep = 0 := by
  refine ⟨virial, fun hv => ?_⟩
  refine Filter.Eventually.of_forall fun x => ?_
  show P.scaled 1 ≤ P.scaled x
  have hV : P.att + P.rep = -2 * P.kin := by linarith
  simp only [EnergyParts.scaled, hV]
  -- the energy rises by `T (x - 1) ^ 2`
  nlinarith [mul_nonneg hT (sq_nonneg (x - 1))]
```

## Comparing the two states

The relation $E = -T$ follows from the virial relation by linear arithmetic.

```lean
/-- The total energy of a scale-optimal state is minus its kinetic energy. -/
theorem total_eq_neg_kin {P : EnergyParts} (h : P.ScaleOptimal) :
    P.total = -P.kin := by
  have hv := virial h
  unfold EnergyParts.total
  linarith
```

The exact balance between two states uses both virial relations and needs no assumption about which state is lower.

```lean
/-- Between two scale-optimal states, the difference in nuclear attraction is twice the
difference in total energy minus the difference in electron repulsion. -/
theorem attraction_difference {s t : EnergyParts}
    (hs : s.ScaleOptimal) (ht : t.ScaleOptimal) :
    t.att - s.att = 2 * (t.total - s.total) - (t.rep - s.rep) := by
  have hvs := virial hs
  have hvt := virial ht
  unfold EnergyParts.total
  linarith
```

The main theorem adds the two inequalities. Its hypotheses `hE` and `hR` say $E_t < E_s$ and $R_s < R_t$, and its three conclusions are $T_s < T_t$, $A_t - A_s < 2(E_t - E_s)$ and $2(E_t - E_s) < 0$. The first comes from `hE` with `hEs` and `hEt`, the second from the balance `hA` with `hR`, and the third from `hE` alone.

```lean
/-- Let `s` and `t` be scale-optimal. If `t` has the lower total energy although its electron
repulsion is larger, then its kinetic energy is higher, and its nuclear attraction energy is lower
by more than twice the gap in total energy. -/
theorem attraction_stabilises_triplet {s t : EnergyParts}
    (hs : s.ScaleOptimal) (ht : t.ScaleOptimal)
    (hE : t.total < s.total) (hR : s.rep < t.rep) :
    s.kin < t.kin ∧ t.att - s.att < 2 * (t.total - s.total) ∧
      2 * (t.total - s.total) < 0 := by
  have hEs := total_eq_neg_kin hs
  have hEt := total_eq_neg_kin ht
  have hA := attraction_difference hs ht
  exact ⟨by linarith, by linarith, by linarith⟩
```

The sign of the kinetic energy is not needed here, since the local minimum is assumed directly. Exact bound states of a nonrelativistic atom with a fixed nucleus are scale-optimal. For approximate states the assumption deserves a check: a calculation in a fixed finite basis need not be optimal under scaling, and the inequalities are then not guaranteed.

## Equal kinetic energies and the frozen triplet

Two scale-optimal states with the same kinetic energy are degenerate, by rewriting both totals as $-T$.

```lean
/-- Two scale-optimal states with the same kinetic energy have the same total energy. -/
theorem total_eq_of_kin_eq {s t : EnergyParts}
    (hs : s.ScaleOptimal) (ht : t.ScaleOptimal) (hT : t.kin = s.kin) :
    t.total = s.total := by
  rw [total_eq_neg_kin hs, total_eq_neg_kin ht, hT]
```

The contraction theorem assumes scale-optimality only for `s`. Its conclusion has two parts: the scale factor $1 + (R_s - R_t)/(2T_s)$ exceeds 1, and the scaled energy of `t` is strictly larger at every other real $x$, hence at every other positive one.

In the proof, `generalize` gives the fraction the name `d`, after `hmul` has recorded that $2T_s d = R_s - R_t$. The step `hV` is the formula $A_t + R_t = -2T_s(1+d)$, and `hsq` is the positive square left over when the square is completed. The auxiliary lemma at the end states that the square of a nonzero number is positive.

```lean
/-- Let `s` be a scale-optimal state with positive kinetic energy, and let `t` have the same kinetic
energy and nuclear attraction but less repulsion. The scaled energy of `t` then has a unique
minimum, at a scale factor above one. -/
theorem frozen_triplet_contracts {s t : EnergyParts}
    (hs : s.ScaleOptimal) (hT : 0 < s.kin)
    (hK : t.kin = s.kin) (hA : t.att = s.att) (hR : t.rep < s.rep) :
    1 < 1 + (s.rep - t.rep) / (2 * s.kin) ∧
      ∀ x : ℝ, x ≠ 1 + (s.rep - t.rep) / (2 * s.kin) →
        t.scaled (1 + (s.rep - t.rep) / (2 * s.kin)) < t.scaled x := by
  have hv := virial hs
  have hdpos : 0 < (s.rep - t.rep) / (2 * s.kin) :=
    div_pos (by linarith) (by linarith)
  have hmul : 2 * s.kin * ((s.rep - t.rep) / (2 * s.kin)) = s.rep - t.rep := by
    field_simp
  generalize (s.rep - t.rep) / (2 * s.kin) = d at *
  refine ⟨by linarith, fun x hx => ?_⟩
  have hV : t.att + t.rep = -2 * s.kin * (1 + d) := by
    linear_combination hv + hA + hmul
  -- completing the square about the optimal scale factor
  have hsq : 0 < s.kin * (x - (1 + d)) ^ 2 :=
    mul_pos hT (pow_pos_of_ne x d hx)
  simp only [EnergyParts.scaled, hK, hV]
  nlinarith [hsq]
where
  pow_pos_of_ne (x d : ℝ) (hx : x ≠ 1 + d) : 0 < (x - (1 + d)) ^ 2 :=
    sq_pos_of_ne_zero (sub_ne_zero.2 hx)
```

## A numerical pair that meets every assumption

Two explicit triples show that the main theorem is not vacuous. The numbers are chosen for easy arithmetic and describe no particular atom.

```lean
/-- A model singlet with kinetic energy 2, attraction -5 and repulsion 1. -/
def modelSinglet : EnergyParts := ⟨2, -5, 1⟩

/-- A model triplet with kinetic energy 3, attraction -8 and repulsion 2. -/
def modelTriplet : EnergyParts := ⟨3, -8, 2⟩
```

The totals are $-2$ and $-3$, and the repulsions are 1 and 2. Scale-optimality is checked through the equivalence with the virial relation: $4 - 5 + 1 = 0$ and $6 - 8 + 2 = 0$. The attraction falls by 3, more than twice the gap of 1, as the inequality requires.

```lean
/-- The model singlet and triplet are both scale-optimal, and the triplet has the lower
total energy and the larger repulsion. -/
theorem attraction_stabilises_triplet_witness :
    modelSinglet.ScaleOptimal ∧ modelTriplet.ScaleOptimal ∧
      modelTriplet.total < modelSinglet.total ∧ modelSinglet.rep < modelTriplet.rep := by
  refine ⟨(scaleOptimal_iff_virial _ ?_).2 ?_, (scaleOptimal_iff_virial _ ?_).2 ?_, ?_, ?_⟩ <;>
    norm_num [modelSinglet, modelTriplet, EnergyParts.total]

end

end HundVirial
```

```lean
#print axioms HundVirial.attraction_stabilises_triplet
-- 'HundVirial.attraction_stabilises_triplet' depends on axioms: [propext, Classical.choice, Quot.sound]
#print axioms HundVirial.total_eq_of_kin_eq
-- 'HundVirial.total_eq_of_kin_eq' depends on axioms: [propext, Classical.choice, Quot.sound]
#print axioms HundVirial.frozen_triplet_contracts
-- 'HundVirial.frozen_triplet_contracts' depends on axioms: [propext, Classical.choice, Quot.sound]
```
